# The trigonal Voigt stiffness matrix is positive definite exactly when four inequalities hold

Take an unstressed trigonal crystal, such as quartz, and deform it slightly and uniformly. If every such strain costs energy, the crystal is elastically stable; if some strain costs none or releases it, the crystal is not. A first-principles calculation of elastic constants raises this question directly: do the computed numbers describe a stable crystal? To second order in a homogeneous strain, and at zero external stress, four inequalities decide it. Satisfying them does not rule out phonon instabilities at finite wavelength.

## The matrix and the strains

```lean
import Mathlib

open Matrix

namespace TrigonalBornStability

noncomputable section
```

With engineering strains \(e_1,\dots,e_6\) and stiffness matrix \(C\), the elastic energy density is \(U=\tfrac12\,e^{T}Ce\) to second order in the strain. There is no linear term, because the reference state is unstressed. Born stability here means that \(C\) is positive definite, so that \(U>0\) for every nonzero strain.

```lean
/-- Voigt stiffness matrix of a trigonal crystal with threefold axis along z, acting on the
engineering strains (e1, ..., e6). -/
def stiffness (C11 C12 C13 C14 C15 C33 C44 : ℝ) : Matrix (Fin 6) (Fin 6) ℝ :=
  !![C11, C12, C13, C14, C15, 0;
     C12, C11, C13, -C14, -C15, 0;
     C13, C13, C33, 0, 0, 0;
     C14, -C14, 0, C44, 0, -C15;
     C15, -C15, 0, 0, C44, C14;
     0, 0, 0, -C15, C14, (C11 - C12) / 2]
```

`stiffness` takes seven real constants and returns a 6 by 6 real matrix. The threefold axis is z, and the dependent entries are written in: \(C_{22}=C_{11}\), \(C_{23}=C_{13}\), \(C_{55}=C_{44}\), \(C_{24}=-C_{14}\), \(C_{25}=C_{46}=-C_{15}\), \(C_{56}=C_{14}\) and \(C_{66}=(C_{11}-C_{12})/2\).

```lean
/-- Engineering strains of a strain tensor: the diagonal entries, then twice the yz, xz and xy
entries. -/
def voigtStrain (ε : Matrix (Fin 3) (Fin 3) ℝ) : Fin 6 → ℝ :=
  ![ε 0 0, ε 1 1, ε 2 2, 2 * ε 1 2, 2 * ε 0 2, 2 * ε 0 1]
```

Lean counts from 0, so the tensor indices 0, 1, 2 stand for x, y, z, and \(e_1\) sits at position 0 of the strain vector. The shear entries carry the engineering factor 2: \(e_4=2\varepsilon_{12}\), \(e_5=2\varepsilon_{02}\), \(e_6=2\varepsilon_{01}\).

Mandel's convention would use \(\sqrt2\) instead. The eigenvalues of the matrix would change, but not its positive definiteness. In the Mandel entries \(M_{14}=\sqrt2\,C_{14}\), \(M_{15}=\sqrt2\,C_{15}\), \(M_{44}=2C_{44}\), with the axial entries unchanged, the four inequalities even keep their form.

```lean
/-- Rotation by a third of a turn about the z axis. -/
def threefold : Matrix (Fin 3) (Fin 3) ℝ :=
  !![-1 / 2, √3 / 2, 0; -(√3 / 2), -1 / 2, 0; 0, 0, 1]
```

This is the rotation matrix \(R\) used to test the symmetry of `stiffness`.

## Energy and threefold symmetry

```lean
variable (C11 C12 C13 C14 C15 C33 C44 : ℝ)

/-- Twice the elastic energy density splits into an axial part in e1 + e2 and e3, and a shear
part in e1 - e2, e4, e5 and e6. -/
theorem energy_split (e1 e2 e3 e4 e5 e6 : ℝ) :
    ![e1, e2, e3, e4, e5, e6] ⬝ᵥ
        (stiffness C11 C12 C13 C14 C15 C33 C44 *ᵥ ![e1, e2, e3, e4, e5, e6]) =
      ((C11 + C12) / 2 * (e1 + e2) ^ 2 + 2 * C13 * (e1 + e2) * e3 + C33 * e3 ^ 2) +
      ((C11 - C12) / 2 * ((e1 - e2) ^ 2 + e6 ^ 2) + C44 * (e4 ^ 2 + e5 ^ 2)
        + 2 * C14 * ((e1 - e2) * e4 + e5 * e6) + 2 * C15 * ((e1 - e2) * e5 - e4 * e6)) := by
  simp [stiffness, Matrix.mulVec, dotProduct, Fin.sum_univ_six]
  ring
```

From here on the seven constants are arbitrary real numbers. In the theorem, `⬝ᵥ` is the dot product and `*ᵥ` applies a matrix to a vector, so the left side is \(e^{T}Ce=2U\). Multiplying out and using

\[
C_{11}(e_1^2+e_2^2)+2C_{12}e_1e_2=\tfrac{C_{11}+C_{12}}2(e_1+e_2)^2+\tfrac{C_{11}-C_{12}}2(e_1-e_2)^2
\]

gives two sums with no strain combination in common. With \(s=e_1+e_2\) and \(d=e_1-e_2\), they are

\[
A=\tfrac{C_{11}+C_{12}}2s^2+2C_{13}se_3+C_{33}e_3^2,
\]
\[
B=\tfrac{C_{11}-C_{12}}2(d^2+e_6^2)+C_{44}(e_4^2+e_5^2)+2C_{14}(de_4+e_5e_6)+2C_{15}(de_5-e_4e_6).
\]

In Lean, `simp` expands the matrix product and `ring` checks the algebra.

```lean
/-- The elastic energy of a symmetric strain tensor does not change when the strain is rotated
by a third of a turn about the z axis. -/
theorem energy_threefold_invariant (ε : Matrix (Fin 3) (Fin 3) ℝ) (hε : ε.IsSymm) :
    voigtStrain (threefold * ε * threefoldᵀ) ⬝ᵥ
        (stiffness C11 C12 C13 C14 C15 C33 C44 *ᵥ voigtStrain (threefold * ε * threefoldᵀ)) =
      voigtStrain ε ⬝ᵥ (stiffness C11 C12 C13 C14 C15 C33 C44 *ᵥ voigtStrain ε) := by
  have h : √3 ^ 2 = (3 : ℝ) := Real.sq_sqrt (by norm_num)
  have h10 : ε 1 0 = ε 0 1 := hε.apply 0 1
  -- the six independent components of the rotated strain
  have a00 : (threefold * ε * threefoldᵀ) 0 0
      = ε 0 0 / 4 - √3 / 2 * ε 0 1 + 3 / 4 * ε 1 1 := by
    simp [threefold, Matrix.mul_apply, Matrix.vecMul, dotProduct, Fin.sum_univ_three, h10]
    linear_combination (ε 1 1 / 4) * h
  have a11 : (threefold * ε * threefoldᵀ) 1 1
      = 3 / 4 * ε 0 0 + √3 / 2 * ε 0 1 + ε 1 1 / 4 := by
    simp [threefold, Matrix.mul_apply, Matrix.vecMul, dotProduct, Fin.sum_univ_three, h10]
    linear_combination (ε 0 0 / 4) * h
  have a22 : (threefold * ε * threefoldᵀ) 2 2 = ε 2 2 := by
    simp [threefold, Matrix.mul_apply, Matrix.vecMul, dotProduct, Fin.sum_univ_three]
  have a12 : (threefold * ε * threefoldᵀ) 1 2 = -(√3 / 2) * ε 0 2 - ε 1 2 / 2 := by
    simp [threefold, Matrix.mul_apply, Matrix.vecMul, dotProduct, Fin.sum_univ_three]
    ring
  have a02 : (threefold * ε * threefoldᵀ) 0 2 = -ε 0 2 / 2 + √3 / 2 * ε 1 2 := by
    simp [threefold, Matrix.mul_apply, Matrix.vecMul, dotProduct, Fin.sum_univ_three]
    ring
  have a01 : (threefold * ε * threefoldᵀ) 0 1
      = √3 / 4 * ε 0 0 - √3 / 4 * ε 1 1 - ε 0 1 / 2 := by
    simp [threefold, Matrix.mul_apply, Matrix.vecMul, dotProduct, Fin.sum_univ_three, h10]
    linear_combination (-ε 0 1 / 4) * h
  unfold voigtStrain
  rw [energy_split, energy_split, a00, a11, a22, a12, a02, a01]
  linear_combination (1 / 4 * ((C11 - C12) / 2 * ((ε 0 0 - ε 1 1) ^ 2 + (2 * ε 0 1) ^ 2)
    + C44 * ((2 * ε 1 2) ^ 2 + (2 * ε 0 2) ^ 2)
    + 2 * C14 * ((ε 0 0 - ε 1 1) * (2 * ε 1 2) + (2 * ε 0 2) * (2 * ε 0 1))
    + 2 * C15 * ((ε 0 0 - ε 1 1) * (2 * ε 0 2) - (2 * ε 1 2) * (2 * ε 0 1)))) * h
```

For a symmetric strain tensor, replacing \(\varepsilon\) by \(R\varepsilon R^{T}\) leaves the energy unchanged. By hand, \(s\) and \(e_3\) do not change, so \(A\) does not either. The pairs \((d,e_6)\) and \((e_4,e_5)\) transform alike:

\[
d'=-\tfrac12d-\tfrac{\sqrt3}2e_6,\qquad e_6'=\tfrac{\sqrt3}2d-\tfrac12e_6,
\]
\[
e_4'=-\tfrac12e_4-\tfrac{\sqrt3}2e_5,\qquad e_5'=\tfrac{\sqrt3}2e_4-\tfrac12e_5.
\]

Both pairs are turned by the same plane rotation. Their squared lengths, their dot product \(de_4+e_5e_6\) and their cross product \(de_5-e_4e_6\) are therefore unchanged, and \(B\) contains nothing else.

Lean computes the six rotated components (`a00` to `a01`) and inserts them into `energy_split`. The rotated \(B\) comes out as \(\tfrac14(1+\sqrt3^{\,2})B\), and `linear_combination` finishes with \(\sqrt3^{\,2}=3\). The theorem confirms that the matrix has the symmetry, not that it is the most general one that does.

## No nonzero strain without energy

```lean
/-- Axial part: if S > 0 and 2 c² < t S, only zero strain has non-positive energy. -/
theorem axial_block {S c t s z : ℝ} (hS : 0 < S) (h : 2 * c ^ 2 < t * S)
    (hq : S / 2 * s ^ 2 + 2 * c * s * z + t * z ^ 2 ≤ 0) : s = 0 ∧ z = 0 := by
  -- complete the square in s
  have k : (S * s + 2 * c * z) ^ 2 + 2 * ((t * S - 2 * c ^ 2) * z ^ 2) ≤ 0 := by
    linarith [mul_nonneg hS.le (neg_nonneg.2 hq)]
  have hz : z = 0 := by
    by_contra hz
    have hz2 : 0 < z ^ 2 := by positivity
    linarith [mul_pos (sub_pos.2 h) hz2, sq_nonneg (S * s + 2 * c * z)]
  subst hz
  refine ⟨?_, rfl⟩
  by_contra hs
  have hs2 : 0 < s ^ 2 := by positivity
  linarith [mul_pos hS hs2]
```

Here \(S=C_{11}+C_{12}\), \(c=C_{13}\), \(t=C_{33}\) and \(z=e_3\). Multiplying \(A\) by \(2S>0\) and completing the square gives

\[
2SA=(Ss+2cz)^2+2(tS-2c^2)z^2 .
\]

If \(A\le0\), then \(z=0\), since the last coefficient is positive. What remains is \(\tfrac S2s^2\le0\), so \(s=0\). The line `k` is this identity combined with \(A\le0\); `by_contra` assumes the opposite of each conclusion, and `linarith` finds the contradiction.

```lean
/-- Shear part: if g > 0 and 2 (a² + b²) < g D, only zero strain has non-positive energy. -/
theorem shear_block {D g a b d p q r : ℝ} (hg : 0 < g) (h : 2 * (a ^ 2 + b ^ 2) < g * D)
    (hq : D / 2 * (d ^ 2 + r ^ 2) + g * (p ^ 2 + q ^ 2)
      + 2 * a * (d * p + q * r) + 2 * b * (d * q - p * r) ≤ 0) :
    d = 0 ∧ p = 0 ∧ q = 0 ∧ r = 0 := by
  -- complete the squares in p and q
  have k : (g * p + a * d - b * r) ^ 2 + (g * q + b * d + a * r) ^ 2
      + (g * D - 2 * (a ^ 2 + b ^ 2)) * (d ^ 2 + r ^ 2) / 2 ≤ 0 := by
    linarith [mul_nonneg hg.le (neg_nonneg.2 hq)]
  have hdr : d ^ 2 + r ^ 2 ≤ 0 := by
    by_contra hn
    linarith [mul_pos (sub_pos.2 h) (not_le.1 hn), sq_nonneg (g * p + a * d - b * r),
      sq_nonneg (g * q + b * d + a * r)]
  have hd : d = 0 := (pow_eq_zero_iff two_ne_zero).1 (by linarith [sq_nonneg d, sq_nonneg r])
  have hr : r = 0 := (pow_eq_zero_iff two_ne_zero).1 (by linarith [sq_nonneg d, sq_nonneg r])
  subst hd hr
  have hpq : p ^ 2 + q ^ 2 ≤ 0 := by
    by_contra hn
    linarith [mul_pos hg (not_le.1 hn)]
  exact ⟨rfl, (pow_eq_zero_iff two_ne_zero).1 (by linarith [sq_nonneg p, sq_nonneg q]),
    (pow_eq_zero_iff two_ne_zero).1 (by linarith [sq_nonneg p, sq_nonneg q]), rfl⟩
```

Now \(D=C_{11}-C_{12}\), \(g=C_{44}\), \(a=C_{14}\), \(b=C_{15}\), and \(p,q,r\) are \(e_4,e_5,e_6\). Multiplying by \(g>0\) gives

\[
gB=(gp+ad-br)^2+(gq+bd+ar)^2+\tfrac12\bigl(gD-2(a^2+b^2)\bigr)(d^2+r^2).
\]

If \(B\le0\), the last term forces \(d=r=0\). Then \(g(p^2+q^2)\le0\) forces \(p=q=0\). The proof follows this order, with `hdr` first and `hpq` second.

## The stability criterion

```lean
/-- Born stability of a trigonal crystal with both C14 and C15: the stiffness matrix is positive
definite exactly when the four listed inequalities hold. -/
theorem posDef_iff :
    (stiffness C11 C12 C13 C14 C15 C33 C44).PosDef ↔
      |C12| < C11 ∧ 0 < C44 ∧ 2 * C13 ^ 2 < C33 * (C11 + C12) ∧
        2 * (C14 ^ 2 + C15 ^ 2) < C44 * (C11 - C12) := by
  rw [Matrix.posDef_iff_dotProduct_mulVec, abs_lt]
  constructor
  · rintro ⟨-, hpos⟩
    have pos := fun (a b c p q r : ℝ) (h : ![a, b, c, p, q, r] ≠ 0) =>
      lt_of_lt_of_eq (hpos h) (energy_split C11 C12 C13 C14 C15 C33 C44 a b c p q r)
    -- test strains: in-plane dilation, in-plane shear, out-of-plane shear
    have hS : 0 < C11 + C12 := by
      linarith [pos 1 1 0 0 0 0 (fun h => one_ne_zero (α := ℝ) (congrFun h 0))]
    have hD : 0 < C11 - C12 := by
      linarith [pos 1 (-1) 0 0 0 0 (fun h => one_ne_zero (α := ℝ) (congrFun h 0))]
    have hG : 0 < C44 := by
      linarith [pos 0 0 0 1 0 0 (fun h => one_ne_zero (α := ℝ) (congrFun h 3))]
    -- least-energy strains: axial at fixed e3, shear at fixed e1 - e2 with e6 = 0
    have h1 : 0 < (C11 + C12) * (C33 * (C11 + C12) - 2 * C13 ^ 2) :=
      lt_of_lt_of_eq (pos (-C13) (-C13) (C11 + C12) 0 0 0
        (fun h => hS.ne' (congrFun h 2))) (by ring)
    have h2 : 0 < C44 * (2 * (C44 * (C11 - C12) - 2 * (C14 ^ 2 + C15 ^ 2))) :=
      lt_of_lt_of_eq (pos C44 (-C44) 0 (-2 * C14) (-2 * C15) 0
        (fun h => hG.ne' (congrFun h 0))) (by ring)
    have h1' := (mul_pos_iff_of_pos_left hS).1 h1
    have h2' := (mul_pos_iff_of_pos_left hG).1 h2
    exact ⟨⟨by linarith, by linarith⟩, hG, by linarith, by linarith⟩
  · rintro ⟨⟨hl, -⟩, hG, h3, h4⟩
    have hS : 0 < C11 + C12 := by linarith
    refine ⟨?_, fun x hx => ?_⟩
    · ext i j
      fin_cases i <;> fin_cases j <;> simp [stiffness]
    obtain ⟨a, b, c, p, q, r, rfl⟩ : ∃ a b c p q r : ℝ, x = ![a, b, c, p, q, r] :=
      ⟨x 0, x 1, x 2, x 3, x 4, x 5, by ext i; fin_cases i <;> rfl⟩
    rw [star_trivial]
    by_contra hneg
    rw [energy_split, not_lt] at hneg
    -- neither block can have negative energy, so both strains vanish
    have hsh : (C11 - C12) / 2 * ((a - b) ^ 2 + r ^ 2) + C44 * (p ^ 2 + q ^ 2)
        + 2 * C14 * ((a - b) * p + q * r) + 2 * C15 * ((a - b) * q - p * r) ≤ 0 := by
      by_contra hn
      obtain ⟨hs, hc⟩ := axial_block (s := a + b) (z := c) hS h3 (by linarith)
      rw [hs, hc] at hneg
      exact hn (by linarith)
    obtain ⟨hd, hp, hq, hr⟩ := shear_block hG h4 hsh
    rw [hd, hp, hq, hr] at hneg
    obtain ⟨hs, hc⟩ := axial_block (s := a + b) (z := c) hS h3 (by linarith)
    have ha : a = 0 := by linarith
    have hb : b = 0 := by linarith
    apply hx
    rw [ha, hb, hc, hp, hq, hr]
    ext i
    fin_cases i <;> rfl
```

In ordinary notation, \(C\) is positive definite if and only if

\[
|C_{12}|<C_{11},\quad C_{44}>0,\quad 2C_{13}^2<C_{33}(C_{11}+C_{12}),\quad 2(C_{14}^2+C_{15}^2)<C_{44}(C_{11}-C_{12}).
\]

Mathlib's `PosDef` asks for a symmetric matrix with \(x^{T}Cx>0\) for every \(x\ne0\).

Suppose first that \(C\) is positive definite. Five test strains, inserted into `energy_split`, give the inequalities:

| strain | \(2U\) |
|---|---|
| \((1,1,0,0,0,0)\) | \(2(C_{11}+C_{12})\) |
| \((1,-1,0,0,0,0)\) | \(2(C_{11}-C_{12})\) |
| \((0,0,0,1,0,0)\) | \(C_{44}\) |
| \((-C_{13},-C_{13},S,0,0,0)\) | \(S(C_{33}S-2C_{13}^2)\) |
| \((C_{44},-C_{44},0,-2C_{14},-2C_{15},0)\) | \(2C_{44}\bigl(C_{44}D-2(C_{14}^2+C_{15}^2)\bigr)\) |

The first three make \(S\), \(D\) and \(C_{44}\) positive. This also makes the last two strains nonzero and lets the positive prefactors be divided out.

Conversely, assume the inequalities, and suppose that some strain has \(A+B\le0\). If \(B>0\), then \(A<0\), so `axial_block` gives \(s=e_3=0\) and hence \(A=0\), a contradiction. So \(B\le0\), and `shear_block` makes \(d,e_4,e_5,e_6\) vanish. Then \(A\le0\), so \(s\) and \(e_3\) vanish too, and the strain is zero. The symmetry of the matrix is checked entry by entry with `fin_cases`. This direction never uses \(C_{12}<C_{11}\), which already follows from \(C_{44}>0\) and the fourth inequality.

```lean
/-- Born stability of a trigonal crystal with C15 = 0: the stiffness matrix is positive definite
exactly when the four listed inequalities hold. -/
theorem posDef_iff_of_C15_zero :
    (stiffness C11 C12 C13 C14 0 C33 C44).PosDef ↔
      |C12| < C11 ∧ 0 < C44 ∧ 2 * C13 ^ 2 < C33 * (C11 + C12) ∧
        2 * C14 ^ 2 < C44 * (C11 - C12) := by
  have h0 : C14 ^ 2 + (0 : ℝ) ^ 2 = C14 ^ 2 := by ring
  rw [posDef_iff, h0]
```

Setting \(C_{15}=0\) leaves \(2C_{14}^2<C_{44}(C_{11}-C_{12})\) as the fourth condition. This is the case of trigonal crystals with a twofold axis along x or a mirror plane normal to x.

```lean
/-- Born stability of a hexagonal crystal, C14 = C15 = 0: the stiffness matrix is positive
definite exactly when the three listed inequalities hold. -/
theorem hexagonal_posDef_iff :
    (stiffness C11 C12 C13 0 0 C33 C44).PosDef ↔
      |C12| < C11 ∧ 0 < C44 ∧ 2 * C13 ^ 2 < C33 * (C11 + C12) := by
  rw [posDef_iff_of_C15_zero]
  constructor
  · rintro ⟨h1, h2, h3, -⟩
    exact ⟨h1, h2, h3⟩
  · rintro ⟨h1, h2, h3⟩
    exact ⟨h1, h2, h3, by linarith [mul_pos h2 (sub_pos.2 (abs_lt.1 h1).2)]⟩
```

When \(C_{14}\) vanishes as well, the matrix has the hexagonal form. The fourth condition becomes \(0<C_{44}(C_{11}-C_{12})\), which follows from the first two, so three inequalities remain.

## A shear strain that goes soft

```lean
/-- If C44 ≠ 0 and 2 (C14² + C15²) = C44 (C11 - C12), the strain
(C44, -C44, 0, -2 C14, -2 C15, 0) is nonzero and produces no stress. -/
theorem soft_shear_mode (hG : C44 ≠ 0)
    (h : 2 * (C14 ^ 2 + C15 ^ 2) = C44 * (C11 - C12)) :
    ![C44, -C44, 0, -2 * C14, -2 * C15, 0] ≠ 0 ∧
      stiffness C11 C12 C13 C14 C15 C33 C44 *ᵥ
        ![C44, -C44, 0, -2 * C14, -2 * C15, 0] = 0 := by
  refine ⟨fun h0 => hG (congrFun h0 0), ?_⟩
  ext i
  fin_cases i <;> simp [stiffness, Matrix.mulVec, dotProduct, Fin.sum_univ_six] <;> linarith

end

end TrigonalBornStability
```

At equality in the fourth condition, with \(C_{44}\ne0\), the last test strain of the table is nonzero and its stress \(Ce\) is zero. The first stress component, for example, is

\[
C_{44}(C_{11}-C_{12})-2C_{14}^2-2C_{15}^2=0,
\]

and the second is its negative. In the fourth and fifth, \(2C_{14}C_{44}\) and \(2C_{15}C_{44}\) cancel against the shear terms; in the sixth, \(2C_{14}C_{15}\) cancels itself. The third is zero because \(e_1+e_2=e_3=0\). Lean goes through the six components with `fin_cases`. If \(C_{44}\) were 0, equality would force \(C_{14}=C_{15}=0\), and the displayed strain would itself be zero.

A small example shows that the fourth inequality must be strict. Take \(C_{11}=2\), \(C_{33}=C_{44}=C_{14}=1\) and \(C_{12}=C_{13}=C_{15}=0\), in any unit of stress. The first three conditions hold and the fourth reads \(2<2\). The strain \((1,-1,0,-2,0,0)\) costs no energy, so the matrix is not positive definite.

```lean
#print axioms TrigonalBornStability.energy_threefold_invariant
#print axioms TrigonalBornStability.posDef_iff_of_C15_zero
#print axioms TrigonalBornStability.hexagonal_posDef_iff
#print axioms TrigonalBornStability.soft_shear_mode
```

```
'TrigonalBornStability.energy_threefold_invariant' depends on axioms: [propext, Classical.choice, Quot.sound]
'TrigonalBornStability.posDef_iff_of_C15_zero' depends on axioms: [propext, Classical.choice, Quot.sound]
'TrigonalBornStability.hexagonal_posDef_iff' depends on axioms: [propext, Classical.choice, Quot.sound]
'TrigonalBornStability.soft_shear_mode' depends on axioms: [propext, Classical.choice, Quot.sound]
```
